# One Kekulé structure and at least d neighbours per starred atom guarantee d! structures in a nonempty finite bipartite framework

## Do blocked double bonds spoil the factorial count?

By a Kekulé structure I mean a choice of double bonds that gives every carbon of a π framework exactly one. In an alternant hydrocarbon the carbons are starred or unstarred, and every bond joins a starred atom to an unstarred one.

Suppose each starred atom has at least d neighbours. I would like to count like this: the first starred atom has d possible partners, the next still has at least d − 1, and so on, which makes at least d! structures. But in biphenyl the bond between the rings can never be double, because it would leave five carbons in each ring to pair up. So some of the choices I count lead nowhere. If I know only that one Kekulé structure exists, is d! still a safe lower bound?

## A blocked bond reveals a smaller set with enough matchings

Yes. Write U for the set of starred atoms, V for the unstarred ones, and N(u) for the neighbours of u. For a set S of starred atoms, N(S) is the set of all their neighbours together. A saturating matching gives each starred atom a neighbour of its own and may leave unstarred atoms over. A Kekulé structure is a saturating matching that leaves none over.

The claim to prove by induction on |U| is this: if a saturating matching f exists, every |N(u)| ≥ d, and d ≤ |U|, then there are at least d! saturating matchings. Assume it for all smaller systems.

First case: some nonempty S, smaller than U, is tight, meaning |N(S)| ≤ |S|. The partners f(S) lie in N(S), and there are |S| of them, so

f(S) = N(S).

Atoms outside S therefore have their f-partners outside N(S). Any matching of S can be completed by f on the rest without a clash, and different matchings of S give different completions. For any x in S,

d ≤ |N(x)| ≤ |N(S)| ≤ |S|,

so the induction hypothesis applies to S, which f itself matches, and gives at least d! matchings.

Second case: every nonempty S smaller than U has |N(S)| ≥ |S| + 1. If d = 0, the matching f suffices, since 0! = 1. If d ≥ 1, pick a starred atom u and one of its neighbours a, and delete both. Each nonempty set S of remaining starred atoms loses at most one neighbour, so it keeps at least |S|. By the marriage theorem (due to Philip Hall, not Marshall Hall) the rest can be matched. Its degrees are at least d − 1, and it has |U| − 1 ≥ d − 1 starred atoms, so it has at least (d − 1)! matchings. Adding the pair u–a gives matchings of the whole, and different a give different ones. Hence the number of matchings is at least

|N(u)| · (d − 1)! ≥ d · (d − 1)! = d!.

So when no smaller set is tight, the first step of your greedy count is safe: every neighbour of the chosen atom can be its partner. The system that is left may contain tight sets of its own, which is why the induction hypothesis, and not the greedy count, is applied to it. A tight set, for its part, has enough matchings by itself.

For Kekulé structures, the one that is given pairs U with V, so |U| = |V|. Then d ≤ |N(u)| ≤ |V| = |U| for any starred u, and the condition d ≤ |U| comes for free. A saturating matching between classes of equal size uses every unstarred atom, so it is a Kekulé structure.

Biphenyl shows the first case at work. Let one ring have starred atoms 1, 3, 5 and unstarred atoms 2, 4, 6, and the other the same labels with primes. Let the linking bond be 1'–2. Then

N(1) = {2, 6}, N(3) = {2, 4}, N(5) = {4, 6},
N(1') = {2', 6', 2}, N(3') = {2', 4'}, N(5') = {4', 6'}.

Here d = 2, and S = {1, 3, 5} is tight, with neighbours {2, 4, 6}. It has two matchings: 1–2, 3–4, 5–6 and 1–6, 3–2, 5–4. Each extends to the whole molecule, which confirms the bound 2! = 2. The second ring has two matchings of its own, so the true count is 2 · 2 = 4.

In the Lean file, `U` and `V` are finite types and `N : U → Finset V` lists the bonds, so the graph is bipartite by construction and has no repeated bonds. The degree of `u` is `(N u).card`. `kekuleStructures N` is the set of bijections `σ : U ≃ V` with `σ u ∈ N u` for all `u`, and `saturatingMatchings N` is the set of injective maps with the same property. `ncard` counts the elements of a set.

The main theorem, `marshall_hall_bound`, assumes that `U` is nonempty, that a Kekulé structure exists, and that every starred atom has at least `d` neighbours. It concludes `d ! ≤ (kekuleStructures N).ncard`. Nothing is asked of the unstarred degrees or of connectedness, and `d` may be 0. With no atoms at all, the degree condition would be vacuous and there would be one empty structure, so the bound would fail for d ≥ 2.

Two further theorems accompany it. `unique_kekule_has_pendant` says that if `U` is nonempty and there is exactly one Kekulé structure, some starred atom has exactly one neighbour. `complete_bipartite_count` says that d + d atoms with all possible bonds between the classes have exactly d! structures, so for d ≥ 1 the bound is attained.

```lean
import Mathlib

open Finset Function
open scoped Nat

namespace KekuleLowerBound

universe u v

variable {U : Type u} {V : Type v} [Fintype U] [Fintype V]

/-- The Kekulé structures (perfect matchings) of a bipartite graph in which the starred atom `u`
is bonded to the unstarred atoms in `N u`: bijections that pair each starred atom with a
neighbour. -/
def kekuleStructures {U : Type u} {V : Type v} (N : U → Finset V) : Set (U ≃ V) :=
  {σ | ∀ u, σ u ∈ N u}

/-- The matchings that give every starred atom a double bond to a neighbour of its own, while
unstarred atoms may be left over. -/
def saturatingMatchings {U : Type u} {V : Type v} (N : U → Finset V) : Set (U → V) :=
  {f | Injective f ∧ ∀ u, f u ∈ N u}

/-- Suppose all starred atoms can be matched, and a set `S` of them has at most as many neighbours
as members. Then the whole system has at least as many saturating matchings as `S` alone. -/
theorem tight_set_extends [DecidableEq V] (N : U → Finset V)
    (h0 : (saturatingMatchings N).Nonempty) (S : Finset U)
    (hS : (S.biUnion N).card ≤ S.card) :
    (saturatingMatchings (fun x : S => N x)).ncard ≤ (saturatingMatchings N).ncard := by
  classical
  obtain ⟨f, hf⟩ := h0
  -- the fixed matching uses up all neighbours of `S` on `S` itself
  have heq : S.image f = S.biUnion N := by
    apply Finset.eq_of_subset_of_card_le
    · intro b hb
      obtain ⟨x, hx, rfl⟩ := Finset.mem_image.1 hb
      exact Finset.mem_biUnion.2 ⟨x, hx, hf.2 x⟩
    · rwa [Finset.card_image_of_injective S hf.1]
  have hout : ∀ y, y ∉ S → f y ∉ S.biUnion N := by
    intro y hy hmem
    rw [← heq] at hmem
    obtain ⟨x, hx, hxy⟩ := Finset.mem_image.1 hmem
    exact hy (hf.1 hxy ▸ hx)
  -- keep the fixed matching outside `S`
  apply Set.ncard_le_ncard_of_injOn
    (fun (g : S → V) (x : U) => if h : x ∈ S then g ⟨x, h⟩ else f x)
  · intro g hg
    refine ⟨?_, ?_⟩
    · intro x y hxy
      by_cases hx : x ∈ S <;> by_cases hy : y ∈ S <;>
        simp only [hx, hy, ↓reduceDIte] at hxy
      · exact congrArg Subtype.val (hg.1 hxy)
      · exact absurd (Finset.mem_biUnion.2
          ⟨x, hx, by rw [← hxy]; exact hg.2 ⟨x, hx⟩⟩) (hout y hy)
      · exact absurd (Finset.mem_biUnion.2
          ⟨y, hy, by rw [hxy]; exact hg.2 ⟨y, hy⟩⟩) (hout x hx)
      · exact hf.1 hxy
    · intro x
      by_cases hx : x ∈ S
      · simpa only [hx, ↓reduceDIte] using hg.2 ⟨x, hx⟩
      · simpa only [hx, ↓reduceDIte] using hf.2 x
  · intro g _ g' _ h
    funext ⟨x, hx⟩
    have := congrFun h x
    simpa only [hx, ↓reduceDIte] using this

omit [Fintype V] in
/-- If every nonempty proper set of starred atoms has more neighbours than members, then after
deleting any starred atom `u` and any unstarred atom `a` the other starred atoms can still all be
matched. -/
theorem deletion_matchable [DecidableEq V] (N : U → Finset V)
    (hN : ∀ S : Finset U, S.Nonempty → S ≠ univ → S.card < (S.biUnion N).card)
    (u : U) (a : V) :
    (saturatingMatchings (fun x : {x // x ≠ u} => (N x).erase a)).Nonempty := by
  classical
  -- Hall's condition survives, since only one neighbour is lost
  have hall : ∀ S : Finset {x // x ≠ u},
      S.card ≤ (S.biUnion (fun x => (N x).erase a)).card := by
    intro S
    rcases S.eq_empty_or_nonempty with rfl | hne
    · simp
    have h1 := hN (S.map (Embedding.subtype _)) (Finset.map_nonempty.2 hne) (by
      intro h
      have hu := Finset.mem_univ u
      rw [← h] at hu
      obtain ⟨x, _, hx⟩ := Finset.mem_map.1 hu
      exact x.2 hx)
    rw [Finset.card_map] at h1
    have h2 : ((S.map (Embedding.subtype _)).biUnion N).erase a ⊆
        S.biUnion (fun x => (N x).erase a) := by
      intro b hb
      obtain ⟨hba, hb⟩ := Finset.mem_erase.1 hb
      obtain ⟨y, hy, hb⟩ := Finset.mem_biUnion.1 hb
      obtain ⟨x, hx, rfl⟩ := Finset.mem_map.1 hy
      exact Finset.mem_biUnion.2 ⟨x, hx, Finset.mem_erase.2 ⟨hba, hb⟩⟩
    have h3 := Finset.card_le_card h2
    have h4 := Finset.pred_card_le_card_erase
      (s := (S.map (Embedding.subtype _)).biUnion N) (a := a)
    omega
  obtain ⟨f, hf, hm⟩ :=
    (Finset.all_card_le_biUnion_card_iff_exists_injective _).1 hall
  exact ⟨f, hf, hm⟩

/-- If, for each neighbour `a` of the starred atom `u`, the system without `u` and `a` has at least
`m` saturating matchings, then the whole system has at least `m` times the degree of `u`. -/
theorem count_by_partner [DecidableEq V] (N : U → Finset V) (u : U) (m : ℕ)
    (h : ∀ a ∈ N u,
      m ≤ (saturatingMatchings (fun x : {x // x ≠ u} => (N x).erase a)).ncard) :
    (N u).card * m ≤ (saturatingMatchings N).ncard := by
  classical
  -- sort the matchings by the partner of `u`
  rw [Set.ncard_eq_toFinset_card _ (Set.toFinite (saturatingMatchings N)),
    Finset.card_eq_sum_card_fiberwise (f := fun f : U → V => f u) (t := N u)
      (fun f hf => ((Set.Finite.mem_toFinset _).1 (Finset.mem_coe.1 hf)).2 u),
    ← smul_eq_mul]
  apply Finset.card_nsmul_le_sum
  intro a ha
  refine (h a ha).trans ?_
  rw [← Set.ncard_coe_finset]
  apply Set.ncard_le_ncard_of_injOn
    (fun (g : {x // x ≠ u} → V) (x : U) => if hx : x = u then a else g ⟨x, hx⟩)
  · intro g hg
    have hga : ∀ x, g x ≠ a := fun x => (Finset.mem_erase.1 (hg.2 x)).1
    refine Finset.mem_coe.2 (Finset.mem_filter.2
      ⟨(Set.Finite.mem_toFinset _).2 ⟨?_, ?_⟩, ?_⟩)
    · intro x y hxy
      by_cases hx : x = u <;> by_cases hy : y = u <;>
        simp only [hx, hy, ↓reduceDIte] at hxy
      · exact hx.trans hy.symm
      · exact absurd hxy.symm (hga _)
      · exact absurd hxy (hga _)
      · exact congrArg Subtype.val (hg.1 hxy)
    · intro x
      by_cases hx : x = u
      · subst hx
        simpa using ha
      · simpa only [hx, ↓reduceDIte] using (Finset.mem_erase.1 (hg.2 ⟨x, hx⟩)).2
    · simp
  · intro g _ g' _ hgg
    funext ⟨x, hx⟩
    have := congrFun hgg x
    simpa only [hx, ↓reduceDIte] using this

/-- If all starred atoms can be matched, each has at least `d` neighbours, and there are at least
`d` starred atoms, then there are at least `d!` saturating matchings. -/
theorem factorial_le_saturating (N : U → Finset V) (d : ℕ) (hd : d ≤ Fintype.card U)
    (hdeg : ∀ u, d ≤ (N u).card) (h0 : (saturatingMatchings N).Nonempty) :
    d ! ≤ (saturatingMatchings N).ncard := by
  classical
  suffices H : ∀ (n : ℕ) (U : Type u) [Fintype U] (N : U → Finset V) (d : ℕ),
      Fintype.card U = n → d ≤ Fintype.card U → (∀ u, d ≤ (N u).card) →
      (saturatingMatchings N).Nonempty → d ! ≤ (saturatingMatchings N).ncard from
    H _ U N d rfl hd hdeg h0
  intro n
  induction n using Nat.strong_induction_on with
  | _ n ih =>
    intro U _ N d hn hd hdeg h0
    by_cases hS : ∃ S : Finset U, S.Nonempty ∧ S ≠ univ ∧ (S.biUnion N).card ≤ S.card
    · -- a tight set already has enough matchings
      obtain ⟨S, ⟨x, hx⟩, hne, hcard⟩ := hS
      have hlt := Finset.card_lt_card (Finset.ssubset_univ_iff.2 hne)
      rw [Finset.card_univ] at hlt
      have hx' := Finset.card_le_card (Finset.subset_biUnion_of_mem N hx)
      have hdx := hdeg x
      obtain ⟨f, hf⟩ := h0
      refine (ih S.card (by omega) S (fun y => N y) d (Fintype.card_coe S)
        (by rw [Fintype.card_coe]; omega) (fun y => hdeg y)
        ⟨fun y => f y, fun y z hyz => Subtype.ext (hf.1 hyz), fun y => hf.2 y⟩).trans ?_
      exact tight_set_extends N ⟨f, hf⟩ S hcard
    · -- otherwise every bond of a chosen atom can be made double
      push Not at hS
      cases d with
      | zero =>
        rw [Nat.factorial_zero]
        exact (Set.ncard_pos (Set.toFinite _)).2 h0
      | succ k =>
        obtain ⟨u⟩ : Nonempty U := Fintype.card_pos_iff.1 (by omega)
        have hc : Fintype.card {x // x ≠ u} = Fintype.card U - 1 := by
          rw [Fintype.card_subtype, Finset.filter_ne',
            Finset.card_erase_of_mem (Finset.mem_univ u), Finset.card_univ]
        rw [Nat.factorial_succ]
        refine (Nat.mul_le_mul_right _ (hdeg u)).trans (count_by_partner N u _ ?_)
        intro a _
        refine ih _ (by omega) {x // x ≠ u} _ k rfl (by omega) ?_
          (deletion_matchable N hS u a)
        intro x
        have h1 := hdeg x
        have h2 := Finset.pred_card_le_card_erase (s := N x) (a := a)
        omega

/-- Marshall Hall bound: if a finite bipartite graph has a Kekulé structure and each atom of the
nonempty starred class has at least `d` neighbours, it has at least `d!` Kekulé structures. -/
theorem marshall_hall_bound [Nonempty U] (N : U → Finset V) (d : ℕ)
    (h0 : (kekuleStructures N).Nonempty) (hdeg : ∀ u, d ≤ (N u).card) :
    d ! ≤ (kekuleStructures N).ncard := by
  classical
  obtain ⟨σ, hσ⟩ := h0
  have hcard : Fintype.card U = Fintype.card V := Fintype.card_congr σ
  have hd : d ≤ Fintype.card U := by
    rw [hcard]
    exact (hdeg (Classical.arbitrary U)).trans (Finset.card_le_univ _)
  refine (factorial_le_saturating N d hd hdeg ⟨σ, σ.injective, hσ⟩).trans ?_
  -- with classes of equal size a saturating matching is perfect
  have hsub : saturatingMatchings N ⊆
      (fun τ : U ≃ V => (τ : U → V)) '' kekuleStructures N := by
    intro f hf
    exact ⟨Equiv.ofBijective f
      ((Fintype.bijective_iff_injective_and_card f).2 ⟨hf.1, hcard⟩), hf.2, rfl⟩
  exact (Set.ncard_le_ncard hsub (Set.toFinite _)).trans
    (Set.ncard_image_le (Set.toFinite _))

/-- If a finite bipartite graph with a nonempty starred class has exactly one Kekulé structure,
some starred atom has exactly one neighbour. -/
theorem unique_kekule_has_pendant [Nonempty U] (N : U → Finset V)
    (h1 : (kekuleStructures N).ncard = 1) : ∃ u, (N u).card = 1 := by
  by_contra hno
  push Not at hno
  have h0 : (kekuleStructures N).Nonempty :=
    Set.nonempty_of_ncard_ne_zero (by omega)
  obtain ⟨σ, hσ⟩ := h0
  have h2 := marshall_hall_bound N 2 ⟨σ, hσ⟩ (fun u => by
    have hpos := Finset.card_pos.2 ⟨σ u, hσ u⟩
    have hne := hno u
    omega)
  rw [h1, Nat.factorial_two] at h2
  omega

/-- The complete bipartite graph with `d` atoms in each class has exactly `d!` Kekulé
structures. -/
theorem complete_bipartite_count (d : ℕ) :
    (kekuleStructures (fun _ : Fin d => (univ : Finset (Fin d)))).ncard = d ! := by
  have h : kekuleStructures (fun _ : Fin d => (univ : Finset (Fin d))) = Set.univ :=
    Set.eq_univ_of_forall (fun σ u => Finset.mem_univ (σ u))
  rw [h, Set.ncard_univ, Nat.card_eq_fintype_card,
    Fintype.card_equiv (Equiv.refl (Fin d)), Fintype.card_fin]

end KekuleLowerBound
```

```lean
#print axioms KekuleLowerBound.unique_kekule_has_pendant
#print axioms KekuleLowerBound.complete_bipartite_count
```

```
'KekuleLowerBound.unique_kekule_has_pendant' depends on axioms: [propext, Classical.choice, Quot.sound]
'KekuleLowerBound.complete_bipartite_count' depends on axioms: [propext, Classical.choice, Quot.sound]
```

`tight_set_extends` is the gluing step of the first case. Its `heq` is the equation f(S) = N(S), and `hout` says that outside atoms have partners outside N(S). The glued map uses `g` on `S` and `f` elsewhere. Injectivity is checked in four cases, according to whether each of two atoms lies in `S`, and the mixed cases contradict `hout`.

`deletion_matchable` is the marriage step of the second case. The inequality `hall` combines the surplus neighbour with the loss of at most one, and Mathlib's form of Hall's theorem then supplies the injective map. `count_by_partner` sorts the matchings by the partner of `u` and bounds each group from below by adding the pair `u`, `a` to matchings of the reduced system.

`factorial_le_saturating` runs the strong induction. Its `suffices` step restates the claim for every finite type of a given size, since passing to `S` or deleting `u` changes the type of starred atoms. The split on `hS` separates the two cases above. The hypothesis `d ≤ Fintype.card U` matters here: one starred atom with three neighbours has 3 saturating matchings, not 3! = 6. Marshall Hall's count for n = |U| < d, namely d!/(d − n)!, is left aside, and it never arises for Kekulé structures.

`marshall_hall_bound` obtains the equal class sizes from `σ` and turns each saturating matching into a bijection, which is the content of `hsub`. For the uniqueness theorem, suppose no starred atom has exactly one neighbour. Each has at least one, its partner, and so at least two. The bound with d = 2 then gives two structures, a contradiction. In the complete bipartite case every bijection is allowed, and there are d! of them.

For hydrocarbons the bound is modest. If each π carbon has at most three π neighbours, then d ≤ 3. If every starred atom has three, counting bonds across equal classes forces three on every unstarred atom too, which leaves no room for hydrogen. A π framework with C–H bonds therefore gets at most the guarantee 2! = 2.

In a valence-bond treatment restricted to singlet pairs between bonded neighbours, the theorem bounds from below the number of complete pairings in a finite bipartite framework. The step from there to a real molecule, namely how much each pairing contributes to the electronic state, needs a Hamiltonian and is not part of the count.
